# On average, Monte Carlo with time step $h$ and jump probabilities $h$ times the rates does not overestimate equilibrium autocorrelations in finite reversible systems with escape rates at most $1/(2h)$

A system jumps between two states at rate $a>0$ in either direction. At equilibrium each state has weight $1/2$. The observable $f=(1,-1)$ has exact autocorrelation $e^{-2at}$. The fixed-step Monte Carlo simulation studied here jumps with probability $ha$ in each step of length $h>0$, so each step multiplies the simulated autocorrelation by $1-2ha$. If $a\le 1/(2h)$, this factor is non-negative, and $1+x\le e^x$ gives

$$0\le(1-2ha)^n\le e^{-2nha}.$$

A larger reversible system has many relaxation modes, each with its own factor. The task is to show that a bound on the escape rates keeps all the factors non-negative.

In Lean 4 with Mathlib:

```lean
import Mathlib

open Matrix

namespace FixedStepMonteCarlo

variable {ι : Type*} [Fintype ι] [DecidableEq ι]
```

## Rates, weights and correlations

The states form a finite type `ι`. The entry $L_{ij}$ with $i\ne j$ is the rate from $i$ to $j$, and $-L_{ii}$ is the escape rate from $i$. Detailed balance, $p_iL_{ij}=p_jL_{ji}$, means that no net probability current flows between any two states, so steady states with such currents are excluded. The weights $p_i$ are positive but need not sum to one.

```lean
/-- `L` is a matrix of transition rates with zero row sums that obeys detailed balance
with respect to the positive weights `p`. -/
structure IsReversibleGenerator (L : Matrix ι ι ℝ) (p : ι → ℝ) : Prop where
  rate_nonneg : ∀ i j, i ≠ j → 0 ≤ L i j
  row_sum : ∀ i, ∑ j, L i j = 0
  pos : ∀ i, 0 < p i
  balance : ∀ i j, p i * L i j = p j * L j i
```

One step has the transition matrix $P=1+hL$.

```lean
/-- The transition matrix `1 + h L` of one Monte Carlo step of length `h`. -/
def step (h : ℝ) (L : Matrix ι ι ℝ) : Matrix ι ι ℝ := 1 + h • L
```

The correlation is $\langle f,g\rangle_p=\sum_i p_if_ig_i$, an equilibrium average when $p$ is normalised. No mean is subtracted; for fluctuations, take $f$ with its mean already removed.

```lean
/-- The correlation of two observables, weighted by `p`. -/
def corr (p f g : ι → ℝ) : ℝ := ∑ i, p i * f i * g i
```

## One step as a Markov chain

Multiplying $-L_{ii}\le 1/(2h)$ by $h$ gives $P_{ii}=1+hL_{ii}\ge 1/2$.

```lean
omit [Fintype ι] in
/-- If `-L i i` is at most `1/(2h)`, with `h > 0`, the diagonal entry `i` of the step matrix is at
least one half. For a generator `L` this entry is the probability of staying at `i`. -/
theorem half_le_stay {L : Matrix ι ι ℝ} {h : ℝ} (hh : 0 < h) {i : ι}
    (hr : -L i i ≤ 1 / (2 * h)) : 1 / 2 ≤ step h L i i := by
  rw [le_div_iff₀ (by positivity)] at hr
  have e : step h L i i = 1 + h * L i i := by simp [step]
  rw [e]
  linarith
```

The other entries of $P$ are $hL_{ij}\ge0$, and its rows sum to $1+h\cdot0=1$. Detailed balance gives $\sum_ip_iL_{ij}=p_j\sum_iL_{ji}=0$, hence $pP=p$.

```lean
/-- For a reversible generator with escape rates at most `1/(2h)`, `h > 0`, the step matrix
has non-negative entries and unit row sums, and it leaves the weights `p` stationary. -/
theorem step_stochastic {L : Matrix ι ι ℝ} {p : ι → ℝ} (H : IsReversibleGenerator L p)
    {h : ℝ} (hh : 0 < h) (hr : ∀ i, -L i i ≤ 1 / (2 * h)) :
    (∀ i j, 0 ≤ step h L i j) ∧ (∀ i, ∑ j, step h L i j = 1) ∧ p ᵥ* step h L = p := by
  refine ⟨fun i j => ?_, fun i => ?_, ?_⟩
  · by_cases hij : i = j
    · subst hij
      linarith [half_le_stay hh (hr i)]
    · have e : step h L i j = h * L i j := by simp [step, hij]
      rw [e]
      exact mul_nonneg hh.le (H.rate_nonneg i j hij)
  · simp [step, Finset.sum_add_distrib, Matrix.one_apply, ← Finset.mul_sum, H.row_sum]
  · -- detailed balance turns the column sum into a row sum
    have e : p ᵥ* L = 0 := by
      ext j
      calc (p ᵥ* L) j = ∑ i, p i * L i j := rfl
        _ = ∑ i, p j * L j i := Finset.sum_congr rfl fun i _ => H.balance i j
        _ = 0 := by rw [← Finset.mul_sum, H.row_sum, mul_zero]
    rw [step, Matrix.vecMul_add, Matrix.vecMul_one, Matrix.vecMul_smul, e, smul_zero, add_zero]
```

In a calculation, a walker at $i$ draws a uniform random number in $[0,1)$. Disjoint subintervals of length $hL_{ij}$ select the jumps to $j\neq i$; the remainder leaves the walker in place. The clock then advances by $h$. With normalised $p$ and an equilibrium start, the product $f(X_0)f(X_n)$, where $X_n$ is the state after $n$ steps, has expectation $\langle f,P^nf\rangle_p$. The bounds concern this expectation, not the sampling noise of a finite run.

## Non-negative correlation after one step

Expand $(f_i+f_j)^2$ in $\sum_{ij}p_iL_{ij}(f_i+f_j)^2$. The $f_i^2$ terms vanish by the row sums, and the $f_j^2$ terms by detailed balance followed by the row sums. The cross terms remain:

$$\langle f,Lf\rangle_p=\tfrac12\sum_{ij}p_iL_{ij}(f_i+f_j)^2.$$

In the code, `e1` and `e2` are the two vanishing sums and `e4` is the expansion.

```lean
omit [DecidableEq ι] in
/-- For a reversible generator, the correlation of `f` with `L f` is half the sum of
`p i * L i j * (f i + f j) ^ 2` over all ordered pairs `(i, j)`, including `i = j`. -/
theorem corr_generator {L : Matrix ι ι ℝ} {p : ι → ℝ} (H : IsReversibleGenerator L p)
    (f : ι → ℝ) :
    corr p f (L *ᵥ f) = 1 / 2 * ∑ i, ∑ j, p i * L i j * (f i + f j) ^ 2 := by
  have e1 : ∑ i, ∑ j, p i * L i j * f i ^ 2 = 0 := Finset.sum_eq_zero fun i _ => by
    rw [← Finset.sum_mul, ← Finset.mul_sum, H.row_sum]; ring
  have e2 : ∑ i, ∑ j, p i * L i j * f j ^ 2 = 0 := by
    rw [Finset.sum_comm]
    refine Finset.sum_eq_zero fun j _ => ?_
    calc ∑ i, p i * L i j * f j ^ 2 = ∑ i, p j * L j i * f j ^ 2 :=
          Finset.sum_congr rfl fun i _ => by rw [H.balance i j]
      _ = 0 := by rw [← Finset.sum_mul, ← Finset.mul_sum, H.row_sum]; ring
  have e3 : corr p f (L *ᵥ f) = ∑ i, ∑ j, p i * L i j * (f i * f j) := by
    simp only [corr, Matrix.mulVec, dotProduct, Finset.mul_sum]
    exact Finset.sum_congr rfl fun i _ => Finset.sum_congr rfl fun j _ => by ring
  have e4 : ∑ i, ∑ j, p i * L i j * (f i + f j) ^ 2 = ∑ i, ∑ j, p i * L i j * f i ^ 2
      + 2 * ∑ i, ∑ j, p i * L i j * (f i * f j) + ∑ i, ∑ j, p i * L i j * f j ^ 2 := by
    simp only [Finset.mul_sum, ← Finset.sum_add_distrib]
    exact Finset.sum_congr rfl fun i _ => Finset.sum_congr rfl fun j _ => by ring
  rw [e4, e1, e2, e3]
  ring
```

Only the diagonal terms can be negative. Dropping the others gives

$$\langle f,Pf\rangle_p\ge\sum_ip_if_i^2+\tfrac h2\sum_ip_iL_{ii}(2f_i)^2=\sum_ip_if_i^2(1+2hL_{ii})\ge0.$$

Here `lower` drops the off-diagonal terms, and `diag` uses the staying probability.

```lean
/-- For a reversible generator with escape rates at most `1/(2h)`, `h > 0`, the one-step
autocorrelation of every observable is non-negative. -/
theorem corr_step_nonneg {L : Matrix ι ι ℝ} {p : ι → ℝ} (H : IsReversibleGenerator L p)
    {h : ℝ} (hh : 0 < h) (hr : ∀ i, -L i i ≤ 1 / (2 * h)) (f : ι → ℝ) :
    0 ≤ corr p f (step h L *ᵥ f) := by
  -- only the diagonal terms of the pair sum can be negative
  have lower : ∑ i, p i * L i i * (f i + f i) ^ 2
      ≤ ∑ i, ∑ j, p i * L i j * (f i + f j) ^ 2 := by
    refine Finset.sum_le_sum fun i _ => ?_
    have e := Finset.add_sum_erase Finset.univ
      (fun j => p i * L i j * (f i + f j) ^ 2) (Finset.mem_univ i)
    have hn : 0 ≤ ∑ j ∈ Finset.univ.erase i, p i * L i j * (f i + f j) ^ 2 :=
      Finset.sum_nonneg fun j hj => mul_nonneg (mul_nonneg (H.pos i).le
        (H.rate_nonneg i j (Finset.ne_of_mem_erase hj).symm)) (sq_nonneg _)
    beta_reduce at e
    linarith
  have diag : 0 ≤ ∑ i, p i * f i ^ 2 * (1 + 2 * h * L i i) := by
    refine Finset.sum_nonneg fun i _ => mul_nonneg (mul_nonneg (H.pos i).le (sq_nonneg _)) ?_
    have e := half_le_stay hh (hr i)
    have e' : step h L i i = 1 + h * L i i := by simp [step]
    linarith
  have split : ∑ i, p i * f i ^ 2 * (1 + 2 * h * L i i)
      = ∑ i, p i * f i ^ 2 + h / 2 * ∑ i, p i * L i i * (f i + f i) ^ 2 := by
    rw [Finset.mul_sum, ← Finset.sum_add_distrib]
    exact Finset.sum_congr rfl fun i _ => by ring
  have e : corr p f (step h L *ᵥ f) = ∑ i, p i * f i ^ 2 + h * corr p f (L *ᵥ f) := by
    rw [corr, corr, Finset.mul_sum, ← Finset.sum_add_distrib]
    refine Finset.sum_congr rfl fun i _ => ?_
    simp only [step, Matrix.add_mulVec, Matrix.one_mulVec, Matrix.smul_mulVec, Pi.add_apply,
      Pi.smul_apply, smul_eq_mul]
    ring
  rw [e, corr_generator H]
  linarith [mul_le_mul_of_nonneg_left lower hh.le]
```

## Relaxation modes

Let $D=\mathrm{diag}(\sqrt{p_i})$. By detailed balance $DLD^{-1}$ is symmetric, so it equals $O\Lambda O^T$ with $O$ orthogonal and $\Lambda=\mathrm{diag}(\lambda_k)$ real. Setting $V=D^{-1}O$ and $W=O^TD$ gives

$$L=V\Lambda W,\qquad VW=WV=1,\qquad W_{ki}=p_iV_{ik}.$$

The code writes `s` for $\sqrt{p}$ and `r` for its inverse; `hS` is the symmetry that yields the eigenvectors.

```lean
/-- A reversible generator has a complete set of real relaxation modes, the columns of `V`,
orthonormal in the correlation weighted by `p`. -/
theorem exists_modes {L : Matrix ι ι ℝ} {p : ι → ℝ} (H : IsReversibleGenerator L p) :
    ∃ (V W : Matrix ι ι ℝ) (lam : ι → ℝ), V * W = 1 ∧ W * V = 1 ∧
      L = V * diagonal lam * W ∧ ∀ i k, W k i = p i * V i k := by
  obtain ⟨s, r, hs, hr⟩ : ∃ s r : ι → ℝ, (∀ i, s i * s i = p i) ∧ ∀ i, s i * r i = 1 :=
    ⟨fun i => √(p i), fun i => (√(p i))⁻¹, fun i => Real.mul_self_sqrt (H.pos i).le,
      fun i => mul_inv_cancel₀ (Real.sqrt_pos.2 (H.pos i)).ne'⟩
  have hDE : diagonal s * diagonal r = 1 := by
    rw [Matrix.diagonal_mul_diagonal]
    simp only [hr]
    exact Matrix.diagonal_one
  have hED : diagonal r * diagonal s = 1 := mul_eq_one_comm.mp hDE
  -- scaling by the square roots of the weights makes the generator symmetric
  have hS : (diagonal s * L * diagonal r).IsHermitian := by
    ext i j
    simp only [Matrix.conjTranspose_apply, Matrix.mul_diagonal, Matrix.diagonal_mul,
      star_trivial]
    have b := H.balance i j
    rw [← hs i, ← hs j] at b
    linear_combination (-(r i * r j)) * b - (s j * L j i * r i) * hr j
      + (s i * L i j * r j) * hr i
  obtain ⟨O, lam, hO, hSO⟩ : ∃ (O : Matrix ι ι ℝ) (lam : ι → ℝ), O * Oᵀ = 1 ∧
      diagonal s * L * diagonal r * O = O * diagonal lam := by
    refine ⟨hS.eigenvectorUnitary, hS.eigenvalues, ?_, ?_⟩
    · have e := Matrix.mem_unitaryGroup_iff.mp hS.eigenvectorUnitary.2
      rwa [Matrix.star_eq_conjTranspose, Matrix.conjTranspose_eq_transpose_of_trivial] at e
    · ext i k
      have e := congrFun (hS.mulVec_eigenvectorBasis k) i
      rw [Matrix.mul_diagonal]
      exact e.trans (mul_comm _ _)
  have hVW : diagonal r * O * (Oᵀ * diagonal s) = 1 := by
    calc diagonal r * O * (Oᵀ * diagonal s) = diagonal r * (O * Oᵀ) * diagonal s := by
          simp only [mul_assoc]
      _ = 1 := by rw [hO, mul_one, hED]
  refine ⟨diagonal r * O, Oᵀ * diagonal s, lam, hVW, mul_eq_one_comm.mp hVW, ?_, ?_⟩
  · calc L = (diagonal r * diagonal s) * L * (diagonal r * diagonal s) := by
          rw [hED, one_mul, mul_one]
      _ = diagonal r * (diagonal s * L * diagonal r) * diagonal s := by simp only [mul_assoc]
      _ = diagonal r * (diagonal s * L * diagonal r * O * Oᵀ) * diagonal s := by
          rw [mul_assoc (diagonal s * L * diagonal r) O, hO, mul_one]
      _ = diagonal r * (O * diagonal lam * Oᵀ) * diagonal s := by rw [hSO]
      _ = diagonal r * O * diagonal lam * (Oᵀ * diagonal s) := by simp only [mul_assoc]
  · intro i k
    rw [Matrix.mul_diagonal, Matrix.diagonal_mul, Matrix.transpose_apply, ← hs i]
    linear_combination (-(s i * O i k)) * hr i
```

With amplitudes $c_k=(Wf)_k=\sum_ip_iV_{ik}f_i$ and any factors $g_k$,

$$\langle f,V\,\mathrm{diag}(g)\,Wf\rangle_p=\sum_{ik}p_if_iV_{ik}g_kc_k=\sum_kg_kc_k^2.$$

```lean
/-- If `W k i = p i * V i k`, the autocorrelation under `V diag(g) W` is the sum of the
factors `g k` times the squared mode amplitudes of the observable. -/
theorem corr_modes {V W : Matrix ι ι ℝ} {p : ι → ℝ} (hW : ∀ i k, W k i = p i * V i k)
    (g f : ι → ℝ) :
    corr p f ((V * diagonal g * W) *ᵥ f) = ∑ k, g k * (W *ᵥ f) k ^ 2 := by
  have h1 : ∀ i, ((V * diagonal g * W) *ᵥ f) i = ∑ k, V i k * (g k * (W *ᵥ f) k) := by
    intro i
    rw [← Matrix.mulVec_mulVec, ← Matrix.mulVec_mulVec]
    change ∑ k, V i k * (diagonal g *ᵥ (W *ᵥ f)) k = _
    simp only [Matrix.mulVec_diagonal]
  simp only [corr, h1, Finset.mul_sum]
  rw [Finset.sum_comm]
  refine Finset.sum_congr rfl fun k _ => ?_
  have hc : (W *ᵥ f) k = ∑ i, W k i * f i := rfl
  calc ∑ i, p i * f i * (V i k * (g k * (W *ᵥ f) k))
      = (∑ i, W k i * f i) * (g k * (W *ᵥ f) k) := by
        rw [Finset.sum_mul]
        exact Finset.sum_congr rfl fun i _ => by rw [hW]; ring
    _ = g k * (W *ᵥ f) k ^ 2 := by rw [← hc]; ring
```

## Comparison with the exact propagator

Since $P=V\,\mathrm{diag}(1+h\lambda_k)\,W$, applying the one-step bound to column $k$ of $V$ gives $1+h\lambda_k\ge0$; this is `hpos`. Powers and exponentials act on the diagonal factor (`hpow`, `hexp`), so

$$0\le\sum_k(1+h\lambda_k)^nc_k^2\le\sum_ke^{nh\lambda_k}c_k^2.$$

The second inequality raises $0\le1+h\lambda_k\le e^{h\lambda_k}$ to the $n$-th power. The theorem states this for every real `f` and natural `n`, with `NormedSpace.exp` as the matrix exponential $e^{nhL}$. For finite reversible systems within the rate bound, simulated from equilibrium with jump probabilities $hL_{ij}$ per step, the time-step error in the expected autocorrelation is therefore never positive.

```lean
/-- For a reversible generator with escape rates at most `1/(2h)`, `h > 0`, the
autocorrelation after `n` fixed steps is non-negative and never exceeds the exact
continuous-time autocorrelation at time `n h`. -/
theorem fixed_step_autocorrelation_le {L : Matrix ι ι ℝ} {p : ι → ℝ}
    (H : IsReversibleGenerator L p) {h : ℝ} (hh : 0 < h)
    (hr : ∀ i, -L i i ≤ 1 / (2 * h)) (f : ι → ℝ) (n : ℕ) :
    0 ≤ corr p f ((step h L ^ n) *ᵥ f) ∧
      corr p f ((step h L ^ n) *ᵥ f)
        ≤ corr p f (NormedSpace.exp (((n : ℝ) * h) • L) *ᵥ f) := by
  obtain ⟨V, W, lam, hVW, hWV, hL, hW⟩ := exists_modes H
  let U : (Matrix ι ι ℝ)ˣ := ⟨V, W, hVW, hWV⟩
  have hstep : step h L = V * diagonal (fun k => 1 + h * lam k) * W := by
    have e : diagonal (fun k => 1 + h * lam k) = 1 + h • diagonal lam := by
      ext i j
      by_cases hij : i = j
      · subst hij; simp
      · simp [hij]
    rw [e, mul_add, add_mul, mul_one, hVW, Matrix.mul_smul, Matrix.smul_mul, ← hL, step]
  -- positivity of one step, tested on a single mode
  have hpos : ∀ k, 0 ≤ 1 + h * lam k := by
    intro k
    have e := corr_step_nonneg H hh hr (V *ᵥ Pi.single k 1)
    rw [hstep, corr_modes hW, Matrix.mulVec_mulVec, hWV, Matrix.one_mulVec] at e
    simpa [Pi.single_apply] using e
  have hpow : step h L ^ n = V * diagonal ((fun k => 1 + h * lam k) ^ n) * W := by
    rw [hstep, ← Matrix.diagonal_pow]
    exact Units.conj_pow U _ n
  have hexp : NormedSpace.exp (((n : ℝ) * h) • L)
      = V * diagonal (fun k => Real.exp ((n : ℝ) * h * lam k)) * W := by
    have e : ((n : ℝ) * h) • L = V * diagonal (((n : ℝ) * h) • lam) * W := by
      rw [Matrix.diagonal_smul, Matrix.mul_smul, Matrix.smul_mul, ← hL]
    have d : NormedSpace.exp (diagonal (((n : ℝ) * h) • lam))
        = diagonal (fun k => Real.exp ((n : ℝ) * h * lam k)) := by
      rw [Matrix.exp_diagonal]
      congr 1
      ext k
      rw [Pi.coe_exp, Real.exp_eq_exp_ℝ]
      rfl
    rw [e, ← d]
    exact Matrix.exp_units_conj U _
  rw [hpow, hexp, corr_modes hW, corr_modes hW]
  refine ⟨Finset.sum_nonneg fun k _ => mul_nonneg (pow_nonneg (hpos k) n) (sq_nonneg _),
    Finset.sum_le_sum fun k _ => mul_le_mul_of_nonneg_right ?_ (sq_nonneg _)⟩
  -- mode by mode, `1 + x ≤ exp x` is raised to the power `n`
  calc (1 + h * lam k) ^ n ≤ Real.exp (h * lam k) ^ n :=
        pow_le_pow_left₀ (hpos k) (by linarith [Real.add_one_le_exp (h * lam k)]) n
    _ = Real.exp ((n : ℝ) * h * lam k) := by rw [← Real.exp_nat_mul, mul_assoc]
```

## Where the lower bound fails

The two-state system returns as a matrix.

```lean
/-- The generator of a two-state system that jumps either way with rate `a`. -/
def twoState (a : ℝ) : Matrix (Fin 2) (Fin 2) ℝ := !![-a, a; a, -a]
```

For $a\ge0$ it satisfies all the conditions on a reversible generator, with weights $1/2$.

```lean
/-- For `a ≥ 0` the symmetric two-state system is reversible for equal weights. -/
theorem twoState_witness {a : ℝ} (ha : 0 ≤ a) :
    IsReversibleGenerator (twoState a) (fun _ => 1 / 2) where
  rate_nonneg i j hij := by fin_cases i <;> fin_cases j <;> simp_all [twoState]
  row_sum i := by fin_cases i <;> simp [twoState, Fin.sum_univ_succ]
  pos _ := by norm_num
  balance i j := by fin_cases i <;> fin_cases j <;> simp [twoState]
```

For $f=(1,-1)$ the one-step autocorrelation is $1-2ha$, which is negative exactly when $a>1/(2h)$. No larger constant than $1/2$ in the bound on $h$ times the escape rate would therefore guarantee non-negativity for all reversible generators.

```lean
/-- In the symmetric two-state system with `h > 0`, the one-step autocorrelation of the
observable `(1, -1)` is negative exactly when the escape rate exceeds `1/(2h)`. -/
theorem twoState_corr_neg_iff {a h : ℝ} (hh : 0 < h) :
    corr (fun _ => 1 / 2) ![1, -1] (step h (twoState a) *ᵥ ![1, -1]) < 0
      ↔ 1 / (2 * h) < a := by
  have e : corr (fun _ => 1 / 2) ![1, -1] (step h (twoState a) *ᵥ ![1, -1])
      = 1 - 2 * h * a := by
    simp [corr, step, twoState, Matrix.mulVec, dotProduct, Fin.sum_univ_succ]
    ring
  rw [e, div_lt_iff₀ (by positivity)]
  constructor <;> intro q <;> linarith

end FixedStepMonteCarlo
```

```lean
#print axioms FixedStepMonteCarlo.step_stochastic
#print axioms FixedStepMonteCarlo.fixed_step_autocorrelation_le
#print axioms FixedStepMonteCarlo.twoState_corr_neg_iff
```

```
'FixedStepMonteCarlo.step_stochastic' depends on axioms: [propext, Classical.choice, Quot.sound]
'FixedStepMonteCarlo.fixed_step_autocorrelation_le' depends on axioms: [propext, Classical.choice, Quot.sound]
'FixedStepMonteCarlo.twoState_corr_neg_iff' depends on axioms: [propext, Classical.choice, Quot.sound]
```
